# A Hubbard bond driven above its repulsion energy is ferromagnetic at second order when its zero-photon amplitude vanishes

Let $c_m$ be the Fourier coefficients of $e^{iA\sin\theta}$, with $A$ real. For $0<U<w$ the second-order exchange

$$J=\sum_{m\in\mathbb Z}\frac{4t^2|c_m|^2}{U-mw}$$

converges absolutely, and $J<0$ whenever $t\neq0$ and $c_0=0$. There is a drive strength $A$ with $0<A\le\sqrt8$ and $c_0=0$, and this one value gives $J<0$ for all $t\neq0$ and $0<U<w$.

## Virtual hops with photon sidebands

Take two sites with one electron each, hopping $t$ and on-site repulsion $U$. An oscillating field of frequency $w$ (with $\hbar=1$) multiplies the hopping by $e^{iA\sin\theta}$, where $\theta$ is the drive phase and $A$ the dimensionless drive strength. For a field of amplitude $E$ along a bond of length $a$, $A=eEa/w$ with $e$ the elementary charge, so keeping $A$ fixed at a higher frequency takes a stronger field. A virtual hop that absorbs $m$ photons has amplitude $tc_m$ up to a sign and costs energy $U-mw$; negative $m$ means emission.

Only the singlet can make this hop, since the Pauli principle blocks the triplet. In the effective static Hamiltonian of the driven pair, $J$ is the triplet energy minus the singlet energy, so $J>0$ is antiferromagnetic and $J<0$ ferromagnetic. Without a drive, $c_0=1$ and all other $c_m$ vanish, which leaves the familiar $J=4t^2/U$.

Within this second-order, two-site model, a periodic field can reverse the sign of the magnetic coupling between the two electrons.

## What the Lean statements say

`sideband A m` is the explicit integral

$$c_m=\frac1{2\pi}\int_0^{2\pi}e^{-im\theta}e^{iA\sin\theta}\,d\theta ,$$

and `floquetExchange t U w A` is the series for $J$ over all integers. The parameters are real numbers, and `exchange_ferromagnetic` has four hypotheses: `t ≠ 0`, `0 < U`, `U < w` and `sideband A 0 = 0`. The third places the drive frequency above the repulsion energy; together with the second it rules out every resonance $U=mw$. The last says that the hop without photon exchange is switched off.

In `exists_ferromagnetic_drive` the strength $A$ is chosen before $t$, $U$ and $w$, so the same value serves them all.

The series is taken as the definition of the exchange. Its derivation from the time-dependent Hamiltonian, which needs $t$ small compared with the detunings, is assumed, and heating and higher orders in $t$ are left out.

## Convergence and sign of the exchange

**Equal weights.** In the integral for $c_{-m}$ substitute $\theta\to\pi-\theta$. The sine is unchanged, $e^{im\theta}$ becomes $(-1)^me^{-im\theta}$, and the shifted interval is still one full period. Hence $c_{-m}=(-1)^mc_m$ and $|c_{-m}|=|c_m|$.

**Total weight.** Since $|e^{iA\sin\theta}|=1$, Parseval's identity gives $\sum_m|c_m|^2=1$. The weights are summable and not all zero.

**Detuning.** If $m\le0$, then $U-mw\ge U$. If $m\ge1$, then $mw-U\ge w-U$. So $|U-mw|\ge\delta$ with $\delta=\min(U,w-U)>0$. Each term of $J$ is at most $4t^2|c_m|^2/\delta$ in modulus, and the series converges absolutely.

**Pairing.** Averaging the series with its copy under $m\to-m$, and using

$$\frac12\left(\frac1{U-mw}+\frac1{U+mw}\right)=\frac{U}{U^2-(mw)^2},$$

one finds

$$J=\sum_{m\in\mathbb Z}4t^2|c_m|^2\,\frac{U}{U^2-(mw)^2}.$$

For $m\ne0$ we have $(mw)^2\ge w^2>U^2$, so the denominator is negative. Only $m=0$ can contribute positively. If $c_0=0$, no term is positive; some $c_k$ with $k\neq0$ is nonzero, and since $t\neq0$ its term is strictly negative. Hence $J<0$.

## A drive strength with no zero-photon hopping

The imaginary part of $c_0$ is the average of $\sin(A\sin\theta)$, which is odd under $\theta\to2\pi-\theta$ and vanishes. So $c_0$ is the average of $\cos(A\sin\theta)$.

Integrating $\cos x\ge1-x^2/2$ twice from $0$ gives $\cos y\le1-y^2/2+y^4/24$ for $y\ge0$, and by evenness for all real $y$. At $A=\sqrt8$ this yields

$$c_0\le\left\langle1-4\sin^2\theta+\tfrac83\sin^4\theta\right\rangle=1-2+1=0,$$

because the averages of $\sin^2\theta$ and $\sin^4\theta$ are $\tfrac12$ and $\tfrac38$. At $A=0$ the average is $1$. Continuity gives a zero with $0<A\le\sqrt8$.

## The exchange at twice the repulsion energy

The coefficient $c_m$ is the Bessel function of the first kind of order $m$, evaluated at $A$ and available from any numerical library. For $m=0$ its first positive zero is at $A\approx2.405$. At this drive strength and with $w=2U$ the paired series becomes

$$J=-\frac{4t^2}{U}\sum_{m\ne0}\frac{|c_m|^2}{4m^2-1}\approx-0.207\,\frac{4t^2}{U}.$$

The terms $m=\pm1$ alone give $-0.180$ of the $-0.207$, so a few sidebands suffice.

## The complete file

```lean
import Mathlib

open scoped Real
open MeasureTheory

namespace FloquetExchange

noncomputable section

/-- Sideband amplitude `c_m`: the `m`-th Fourier coefficient of the driven hopping phase
`exp (i A sin θ)` over one period. -/
def sideband (A : ℝ) (m : ℤ) : ℂ :=
  (1 / (2 * π)) • ∫ θ in (0 : ℝ)..(2 * π),
    Complex.exp (-((m : ℂ) * (θ : ℂ)) * Complex.I) *
      Complex.exp (((A * Real.sin θ : ℝ) : ℂ) * Complex.I)

/-- Second-order exchange of the driven Hubbard bond with hopping `t`, repulsion `U` and drive
frequency `w`, for `U` different from every integer multiple of `w`. -/
def floquetExchange (t U w A : ℝ) : ℝ :=
  ∑' m : ℤ, 4 * t ^ 2 * ‖sideband A m‖ ^ 2 / (U - m * w)

/-- Absorption and emission amplitudes agree up to the sign `(-1)^m`. -/
theorem sideband_neg (A : ℝ) (m : ℤ) :
    sideband A (-m) = (-1) ^ m * sideband A m := by
  let g : ℝ → ℂ := fun θ => Complex.exp (-((m : ℂ) * (θ : ℂ)) * Complex.I) *
    Complex.exp (((A * Real.sin θ : ℝ) : ℂ) * Complex.I)
  have hper : Function.Periodic g (2 * π) := by
    intro θ
    have h : Complex.exp (-((m : ℂ) * ((θ + 2 * π : ℝ) : ℂ)) * Complex.I) =
        Complex.exp (-((m : ℂ) * (θ : ℂ)) * Complex.I) := by
      rw [Complex.exp_eq_exp_iff_exists_int]
      exact ⟨-m, by push_cast; ring⟩
    simp only [g, Real.sin_add_two_pi, h]
  -- the reflection θ → π - θ leaves sin θ unchanged
  have hrefl : ∫ θ in (0 : ℝ)..(2 * π), g (π - θ) = ∫ θ in (0 : ℝ)..(2 * π), g θ := by
    have h := hper.intervalIntegral_add_eq (π - 2 * π) 0
    rw [intervalIntegral.integral_comp_sub_left g π,
      show π - 0 = (π - 2 * π) + 2 * π by ring, h, zero_add]
  have hpt : ∀ θ : ℝ, Complex.exp (-(((-m : ℤ) : ℂ) * (θ : ℂ)) * Complex.I) *
      Complex.exp (((A * Real.sin θ : ℝ) : ℂ) * Complex.I) = (-1) ^ m * g (π - θ) := by
    intro θ
    have h1 : Complex.exp (-(((-m : ℤ) : ℂ) * (θ : ℂ)) * Complex.I) =
        (-1) ^ m * Complex.exp (-((m : ℂ) * ((π - θ : ℝ) : ℂ)) * Complex.I) := by
      rw [← Complex.exp_pi_mul_I, ← Complex.exp_int_mul, ← Complex.exp_add]
      congr 1
      push_cast
      ring
    simp only [g, Real.sin_pi_sub]
    rw [h1, mul_assoc]
  have key : sideband A (-m) =
      (1 / (2 * π)) • ∫ θ in (0 : ℝ)..(2 * π), (-1) ^ m * g (π - θ) := by
    unfold sideband
    congr 1
    exact intervalIntegral.integral_congr (fun θ _ => hpt θ)
  rw [key, intervalIntegral.integral_const_mul, hrefl]
  exact (mul_smul_comm _ _ _).symm

/-- Absorbing and emitting `m` photons have equal weight. -/
theorem norm_sideband_neg (A : ℝ) (m : ℤ) : ‖sideband A (-m)‖ = ‖sideband A m‖ := by
  rw [sideband_neg, norm_mul, norm_zpow, norm_neg, norm_one, one_zpow, one_mul]

/-- The sideband weights are summable, and at least one sideband is occupied. -/
theorem sideband_summable (A : ℝ) :
    (Summable fun m : ℤ => ‖sideband A m‖ ^ 2) ∧ ∃ m, sideband A m ≠ 0 := by
  have : Fact (0 < 2 * π) := ⟨Real.two_pi_pos⟩
  have hper : Function.Periodic
      (fun θ : ℝ => Complex.exp (((A * Real.sin θ : ℝ) : ℂ) * Complex.I)) (2 * π) := by
    intro θ
    simp only [Real.sin_add_two_pi]
  have hcont : Continuous
      (fun θ : ℝ => Complex.exp (((A * Real.sin θ : ℝ) : ℂ) * Complex.I)) := by fun_prop
  let F : C(AddCircle (2 * π), ℂ) := ⟨hper.lift, hcont.quotient_liftOn' _⟩
  have hF : ∀ m, fourierCoeff (F : AddCircle (2 * π) → ℂ) m = sideband A m := by
    intro m
    rw [fourierCoeff_eq_intervalIntegral _ m 0, zero_add, sideband]
    congr 1
    apply intervalIntegral.integral_congr
    intro θ _
    have h1 : fourier (-m) (θ : AddCircle (2 * π)) =
        Complex.exp (-((m : ℂ) * (θ : ℂ)) * Complex.I) := by
      have hpi : (π : ℂ) ≠ 0 := Complex.ofReal_ne_zero.mpr Real.pi_ne_zero
      rw [fourier_coe_apply]
      congr 1
      push_cast
      field_simp
    change fourier (-m) (θ : AddCircle (2 * π)) •
      Complex.exp (((A * Real.sin θ : ℝ) : ℂ) * Complex.I) = _
    rw [h1, smul_eq_mul]
  have hn : ∀ x, ‖F x‖ = 1 := by
    intro x
    induction x using QuotientAddGroup.induction_on with
    | H θ => exact Complex.norm_exp_ofReal_mul_I _
  -- Parseval for a function of unit modulus
  have hP := tsum_sq_fourierCoeff
    (ContinuousMap.toLp (E := ℂ) 2 (AddCircle.haarAddCircle (T := 2 * π)) ℂ F)
  have hI : ∫ x, ‖(ContinuousMap.toLp (E := ℂ) 2
      (AddCircle.haarAddCircle (T := 2 * π)) ℂ F) x‖ ^ 2 ∂AddCircle.haarAddCircle = 1 := by
    have hae : (fun x => ‖(ContinuousMap.toLp (E := ℂ) 2
        (AddCircle.haarAddCircle (T := 2 * π)) ℂ F) x‖ ^ 2)
        =ᵐ[AddCircle.haarAddCircle] fun _ => (1 : ℝ) := by
      filter_upwards [ContinuousMap.coeFn_toLp (p := 2) (𝕜 := ℂ)
        (AddCircle.haarAddCircle (T := 2 * π)) F] with x hx
      rw [hx, hn, one_pow]
    rw [integral_congr_ae hae]
    simp
  rw [hI] at hP
  simp only [fourierCoeff_toLp, hF] at hP
  constructor
  · by_contra h
    rw [tsum_eq_zero_of_not_summable h] at hP
    exact zero_ne_one hP
  · by_contra h
    have h' : ∀ m, sideband A m = 0 := fun m => by_contra fun hm => h ⟨m, hm⟩
    simp [h'] at hP

/-- For `0 < U < w` every virtual state is detuned by at least `min U (w - U)`. -/
theorem detuning_bound {U w : ℝ} (hU : 0 < U) (hw : U < w) (m : ℤ) :
    min U (w - U) ≤ |U - m * w| := by
  rcases le_or_gt m 0 with h | h
  · have hm : (m : ℝ) ≤ 0 := by exact_mod_cast h
    exact (min_le_left _ _).trans (le_trans (by nlinarith) (le_abs_self _))
  · have hm : (1 : ℝ) ≤ m := by exact_mod_cast h
    exact (min_le_right _ _).trans (le_trans (by nlinarith) (neg_le_abs _))

/-- For `0 < U < w` the exchange series converges absolutely. -/
theorem exchange_summable {U w : ℝ} (t A : ℝ) (hU : 0 < U) (hw : U < w) :
    Summable fun m : ℤ => |4 * t ^ 2 * ‖sideband A m‖ ^ 2 / (U - m * w)| := by
  have hd : 0 < min U (w - U) := lt_min hU (sub_pos.mpr hw)
  refine Summable.of_nonneg_of_le (fun _ => abs_nonneg _) (fun m => ?_)
    (((sideband_summable A).1.mul_left (4 * t ^ 2)).div_const (min U (w - U)))
  rw [abs_div, abs_of_nonneg (by positivity : 0 ≤ 4 * t ^ 2 * ‖sideband A m‖ ^ 2)]
  exact div_le_div_of_nonneg_left (by positivity) hd (detuning_bound hU hw m)

/-- For `0 < U < w`, averaging absorption and emission puts the exchange in a form
even in the photon number. -/
theorem exchange_hasSum_even {U w : ℝ} (t A : ℝ) (hU : 0 < U) (hw : U < w) :
    HasSum (fun m : ℤ => 4 * t ^ 2 * ‖sideband A m‖ ^ 2 * U / (U ^ 2 - (m * w) ^ 2))
      (floquetExchange t U w A) := by
  have h1 := (exchange_summable t A hU hw).of_abs.hasSum
  have h2 := (Equiv.neg ℤ).hasSum_iff.mpr h1
  have h3 := (h1.add h2).div_const 2
  have hne : ∀ m : ℤ, U - m * w ≠ 0 := fun m => abs_pos.mp
    (lt_of_lt_of_le (lt_min hU (sub_pos.mpr hw)) (detuning_bound hU hw m))
  convert h3 using 1
  · rfl
  · funext m
    have ha := hne m
    have hb : U + m * w ≠ 0 := by
      have h := hne (-m)
      push_cast at h
      intro h'
      exact h (by linarith)
    simp only [Function.comp_apply, Equiv.neg_apply, norm_sideband_neg, Int.cast_neg,
      neg_mul, sub_neg_eq_add]
    rw [show U ^ 2 - (m * w) ^ 2 = (U - m * w) * (U + m * w) by ring,
      div_add_div _ _ ha hb, div_div, div_eq_div_iff (mul_ne_zero ha hb)
        (mul_ne_zero (mul_ne_zero ha hb) two_ne_zero)]
    ring
  · unfold floquetExchange
    ring

/-- For nonzero hopping and `0 < U < w`, the exchange is ferromagnetic whenever the
zero-photon amplitude vanishes. -/
theorem exchange_ferromagnetic {t U w A : ℝ} (ht : t ≠ 0) (hU : 0 < U) (hw : U < w)
    (h0 : sideband A 0 = 0) : floquetExchange t U w A < 0 := by
  have hs := (exchange_hasSum_even t A hU hw).neg
  have hden : ∀ m : ℤ, m ≠ 0 → U ^ 2 - (m * w) ^ 2 < 0 := by
    intro m hm
    have h1 : (1 : ℝ) ≤ (m : ℝ) ^ 2 := by
      exact_mod_cast Int.add_one_le_iff.mpr (sq_pos_of_ne_zero hm)
    nlinarith [mul_le_mul_of_nonneg_right h1 (sq_nonneg w)]
  obtain ⟨k, hk⟩ := (sideband_summable A).2
  have hk0 : k ≠ 0 := fun h => hk (h ▸ h0)
  have hpos := hs.summable.tsum_pos (fun m => by
    by_cases hm : m = 0
    · simp [hm, h0]
    · exact neg_nonneg.mpr (div_nonpos_of_nonneg_of_nonpos (by positivity) (hden m hm).le)) k
    (neg_pos.mpr (div_neg_of_pos_of_neg
      (by have := norm_pos_iff.mpr hk; positivity) (hden k hk0)))
  rw [hs.tsum_eq] at hpos
  linarith

/-- The zero-photon amplitude is the period average of `cos (A sin θ)`. -/
theorem sideband_zero (A : ℝ) : sideband A 0 =
    ((1 / (2 * π) * ∫ θ in (0 : ℝ)..(2 * π), Real.cos (A * Real.sin θ) : ℝ) : ℂ) := by
  have hs : ∫ θ in (0 : ℝ)..(2 * π), Real.sin (A * Real.sin θ) = 0 := by
    have h := intervalIntegral.integral_comp_sub_left (a := 0) (b := 2 * π)
      (fun θ => Real.sin (A * Real.sin θ)) (2 * π)
    simp only [Real.sin_two_pi_sub, mul_neg, Real.sin_neg, intervalIntegral.integral_neg,
      sub_self, sub_zero] at h
    linarith
  have hpt : ∀ θ : ℝ, Complex.exp (-(((0 : ℤ) : ℂ) * (θ : ℂ)) * Complex.I) *
      Complex.exp (((A * Real.sin θ : ℝ) : ℂ) * Complex.I) =
      ((Real.cos (A * Real.sin θ) : ℝ) : ℂ) +
        ((Real.sin (A * Real.sin θ) : ℝ) : ℂ) * Complex.I := by
    intro θ
    rw [Complex.exp_mul_I ((A * Real.sin θ : ℝ) : ℂ)]
    simp
  unfold sideband
  simp only [hpt]
  rw [intervalIntegral.integral_add (Continuous.intervalIntegrable (by fun_prop) _ _)
    (Continuous.intervalIntegrable (by fun_prop) _ _), intervalIntegral.integral_mul_const,
    intervalIntegral.integral_ofReal, intervalIntegral.integral_ofReal, hs]
  simp only [Complex.ofReal_zero, zero_mul, add_zero, Complex.real_smul, Complex.ofReal_mul]

/-- The cosine never exceeds its fourth-order Taylor polynomial at `0`. -/
theorem cos_le_quartic (y : ℝ) : Real.cos y ≤ 1 - y ^ 2 / 2 + y ^ 4 / 24 := by
  have hd : ∀ x : ℝ, HasDerivAt (fun x => Real.sin x - x + x ^ 3 / 6)
      (Real.cos x - 1 + x ^ 2 / 2) x := fun x =>
    (((Real.hasDerivAt_sin x).fun_sub (hasDerivAt_id' x)).fun_add
      ((hasDerivAt_pow 3 x).div_const 6)).congr_deriv (by norm_num; ring)
  have hm : Monotone (fun x : ℝ => Real.sin x - x + x ^ 3 / 6) :=
    monotone_of_deriv_nonneg (fun x => (hd x).differentiableAt) (fun x => by
      rw [(hd x).deriv]
      linarith [Real.one_sub_sq_div_two_le_cos (x := x)])
  have he : ∀ x : ℝ, HasDerivAt (fun x => x ^ 4 / 24 - x ^ 2 / 2 - Real.cos x)
      (Real.sin x - x + x ^ 3 / 6) x := fun x =>
    ((((hasDerivAt_pow 4 x).div_const 24).fun_sub ((hasDerivAt_pow 2 x).div_const 2)).fun_sub
      (Real.hasDerivAt_cos x)).congr_deriv (by norm_num; ring)
  have hq : MonotoneOn (fun x : ℝ => x ^ 4 / 24 - x ^ 2 / 2 - Real.cos x) (Set.Ici 0) := by
    refine monotoneOn_of_deriv_nonneg (convex_Ici 0)
      (fun x _ => (he x).continuousAt.continuousWithinAt)
      (fun x _ => (he x).differentiableAt.differentiableWithinAt) (fun x hx => ?_)
    rw [interior_Ici] at hx
    rw [(he x).deriv]
    have h := hm (le_of_lt (Set.mem_Ioi.mp hx))
    norm_num at h
    linarith
  have h := hq (Set.mem_Ici.mpr le_rfl) (Set.mem_Ici.mpr (abs_nonneg y)) (abs_nonneg y)
  have h4 : |y| ^ 4 = y ^ 4 := by
    rw [show |y| ^ 4 = (|y| ^ 2) ^ 2 by ring, sq_abs]
    ring
  simp only [h4, sq_abs, Real.cos_abs, Real.cos_zero] at h
  linarith

/-- Some drive strength `0 < A ≤ √8` makes the exchange ferromagnetic for every nonzero
hopping and all `0 < U < w`, and its zero-photon amplitude vanishes. -/
theorem exists_ferromagnetic_drive : ∃ A : ℝ, 0 < A ∧ A ≤ √8 ∧ sideband A 0 = 0 ∧
    ∀ t U w : ℝ, t ≠ 0 → 0 < U → U < w → floquetExchange t U w A < 0 := by
  let b : ℝ → ℝ := fun A => ∫ θ in (0 : ℝ)..(2 * π), Real.cos (A * Real.sin θ)
  have hb : Continuous b :=
    intervalIntegral.continuous_parametric_intervalIntegral_of_continuous'
      (f := fun A θ => Real.cos (A * Real.sin θ)) (by fun_prop) 0 (2 * π)
  have hb0 : b 0 = 2 * π := by simp [b]
  -- the quartic bound integrates to exactly zero at A = √8
  have hG : ∀ θ : ℝ, HasDerivAt
      (fun θ => Real.sin θ * Real.cos θ * (1 - 2 / 3 * (Real.sin θ * Real.sin θ)))
      (1 - 4 * Real.sin θ ^ 2 + 8 / 3 * Real.sin θ ^ 4) θ := by
    intro θ
    have hs := Real.hasDerivAt_sin θ
    have h := (hs.fun_mul (Real.hasDerivAt_cos θ)).fun_mul
      (((hs.fun_mul hs).const_mul (2 / 3)).const_sub 1)
    refine h.congr_deriv ?_
    linear_combination (1 - 2 * Real.sin θ ^ 2) * Real.sin_sq_add_cos_sq θ
  have hb8 : b (√8) ≤ 0 := by
    have hi : ∫ θ in (0 : ℝ)..(2 * π),
        (1 - 4 * Real.sin θ ^ 2 + 8 / 3 * Real.sin θ ^ 4) = 0 := by
      rw [intervalIntegral.integral_eq_sub_of_hasDerivAt (fun θ _ => hG θ)
        (Continuous.intervalIntegrable (by fun_prop) _ _)]
      simp
    rw [← hi]
    refine intervalIntegral.integral_mono_on Real.two_pi_pos.le
      (Continuous.intervalIntegrable (by fun_prop) _ _)
      (Continuous.intervalIntegrable (by fun_prop) _ _) (fun θ _ => ?_)
    have h8 : √8 ^ 2 = (8 : ℝ) := Real.sq_sqrt (by norm_num)
    have h84 : √8 ^ 4 = (64 : ℝ) := by
      rw [show √8 ^ 4 = (√8 ^ 2) ^ 2 by ring, h8]
      norm_num
    have h := cos_le_quartic (√8 * Real.sin θ)
    rw [mul_pow, mul_pow, h8, h84] at h
    linarith
  obtain ⟨A, hA, hz⟩ := intermediate_value_Icc' (Real.sqrt_nonneg 8) hb.continuousOn
    (show (0 : ℝ) ∈ Set.Icc (b (√8)) (b 0) from ⟨hb8, hb0 ▸ Real.two_pi_pos.le⟩)
  have hA0 : A ≠ 0 := by
    rintro rfl
    exact Real.two_pi_pos.ne' (hb0.symm.trans hz)
  have hc : sideband A 0 = 0 := by
    rw [sideband_zero, show ∫ θ in (0 : ℝ)..(2 * π), Real.cos (A * Real.sin θ) = 0 from hz,
      mul_zero, Complex.ofReal_zero]
  exact ⟨A, lt_of_le_of_ne hA.1 hA0.symm, hA.2, hc,
    fun t U w ht hU hw => exchange_ferromagnetic ht hU hw hc⟩

end

end FloquetExchange
```

```lean
#print axioms FloquetExchange.exists_ferromagnetic_drive
```

```
'FloquetExchange.exists_ferromagnetic_drive' depends on axioms: [propext, Classical.choice, Quot.sound]
```

## From Fourier coefficients to the sign in Lean

`sideband_neg` carries out the reflection: `hper` is the periodicity of the integrand, `hrefl` the invariance of the integral and `hpt` the factor $(-1)^m$. `norm_sideband_neg` takes moduli.

`sideband_summable` places the driven phase on the circle as a continuous function `F`, and `hF` identifies its Fourier coefficients with `sideband`. Parseval then gives total weight 1. Lean assigns the value 0 to a sum that is not summable, so the value 1 forces summability; it also excludes that all coefficients vanish. The theorem records these two consequences.

`detuning_bound` splits on the sign of $m$, and `exchange_summable` compares with the weights divided by $\delta$. In `exchange_hasSum_even`, `Equiv.neg ℤ` reindexes the series, and the two copies are added and halved.

`exchange_ferromagnetic` negates the paired series. All its terms are then nonnegative and the one at `k` is positive, so `tsum_pos` gives $-J>0$.

For the existence result, `sideband_zero` reduces $c_0$ to the cosine average, and `cos_le_quartic` replaces the two integrations by monotonicity arguments. In the last theorem, `hG` supplies the antiderivative $\sin\theta\cos\theta\,(1-\tfrac23\sin^2\theta)$ of the quartic bound. It vanishes at both ends of the period, which gives `hb8`, and `intermediate_value_Icc'` finds the zero.
